# When an antiunitary operator squares to a multiple of the identity, the multiple is unchanged by a change of orthonormal basis or phase

In a finite orthonormal basis an antiunitary operator is complex conjugation followed by a unitary matrix `U`, and its square is the matrix `U * conjMat U`. The theorem `square_invariant` assumes that this square is a complex number `e` times the identity. It states that for any unitary `W` and any `c` of modulus one, the matrix V = c W U Wᵀ is again unitary and V times its complex conjugate is the same `e` times the identity. The attempt proves one identity, `key`, in which the phases and the inner factors cancel, and uses it twice, once with the adjoint of `U` for unitarity and once with the conjugate of `U` for the square.

In Lean, a first try:

```lean
import Mathlib

open Matrix

namespace AntiunitarySquare

noncomputable section

variable {n : Type*} [Fintype n] [DecidableEq n]

/-- The entrywise complex conjugate of a matrix. -/
def conjMat (A : Matrix n n ℂ) : Matrix n n ℂ := A.map (starRingEnd ℂ)

/-- The matrix `c W U Wᵀ`. For unitary `W` and `|c| = 1` it is `U` after a change of orthonormal
basis and phase. -/
def changeFrame (c : ℂ) (W U : Matrix n n ℂ) : Matrix n n ℂ := c • (W * U * Wᵀ)

/-- For a unitary matrix `W`, the transpose is inverse to the complex conjugate. -/
theorem transpose_mul_conjMat {W : Matrix n n ℂ} (hW : W ∈ Matrix.unitaryGroup n ℂ) :
    Wᵀ * conjMat W = 1 := by
  have h : Wᴴ * W = 1 := Matrix.mem_unitaryGroup_iff'.mp hW
  have h2 := congrArg Matrix.transpose h
  rw [Matrix.transpose_mul, Matrix.transpose_one] at h2
  exact h2

/-- If `U` and `W` are unitary, `|c| = 1` and `U conj(U) = e`, then `V = c W U Wᵀ` is unitary and `V
conj(V) = e`, with the same number `e`. -/
theorem square_invariant {U W : Matrix n n ℂ} {c e : ℂ}
    (hU : U ∈ Matrix.unitaryGroup n ℂ) (hW : W ∈ Matrix.unitaryGroup n ℂ)
    (hc : ‖c‖ = 1) (he : U * conjMat U = e • (1 : Matrix n n ℂ)) :
    changeFrame c W U ∈ Matrix.unitaryGroup n ℂ ∧
      changeFrame c W U * conjMat (changeFrame c W U) = e • (1 : Matrix n n ℂ) := by
  have hcc : c * starRingEnd ℂ c = 1 := by
    rw [Complex.mul_conj, Complex.normSq_eq_norm_sq, hc]
    norm_num
  have hUU : U * Uᴴ = 1 := Matrix.mem_unitaryGroup_iff.mp hU
  have hWW : W * Wᴴ = 1 := Matrix.mem_unitaryGroup_iff.mp hW
  have hT := transpose_mul_conjMat hW
  -- the phases cancel, and so do the inner factors `Wᵀ conj(W)`
  have key : ∀ B : Matrix n n ℂ,
      changeFrame c W U * (starRingEnd ℂ c • (conjMat W * B * Wᴴ)) = W * (U * B) * Wᴴ := by
    intro B
    calc changeFrame c W U * (starRingEnd ℂ c • (conjMat W * B * Wᴴ))
        = (c * starRingEnd ℂ c) • ((W * U * Wᵀ) * (conjMat W * B * Wᴴ)) := by
          rw [changeFrame, Matrix.smul_mul, Matrix.mul_smul, smul_smul]
      _ = W * U * (Wᵀ * conjMat W) * B * Wᴴ := by
          rw [hcc, one_smul]
          noncomm_ring
      _ = W * (U * B) * Wᴴ := by
          rw [hT, Matrix.mul_one, Matrix.mul_assoc W U B]
  constructor
  · have hV : (changeFrame c W U)ᴴ = starRingEnd ℂ c • (conjMat W * Uᴴ * Wᴴ) := by
      have h1 : (Wᵀ)ᴴ = conjMat W := rfl
      rw [changeFrame, Matrix.conjTranspose_smul, Matrix.conjTranspose_mul,
        Matrix.conjTranspose_mul, h1, Matrix.mul_assoc]
      rfl
    rw [Matrix.mem_unitaryGroup_iff, Matrix.star_eq_conjTranspose, hV, key, hUU,
      Matrix.mul_one, hWW]
  · have hV : conjMat (changeFrame c W U)
        = starRingEnd ℂ c • (conjMat W * conjMat U * Wᴴ) := by
      have h1 : Wᴴ = conjMat Wᵀ := rfl
      have h2 : conjMat (W * U * Wᵀ) = conjMat W * conjMat U * conjMat Wᵀ := by
        simp only [conjMat, Matrix.map_mul]
      rw [h1, ← h2]
      ext i j
      simp [changeFrame, conjMat]
    rw [hV, key, he, Matrix.mul_smul, Matrix.mul_one, Matrix.smul_mul, hWW]

end

end AntiunitarySquare
```

Lean reports:

```
Main.lean:60:60: error: unsolved goals
n : Type u_1
inst✝¹ : Fintype n
inst✝ : DecidableEq n
U W : Matrix n n ℂ
c e : ℂ
hU : U ∈ unitaryGroup n ℂ
hW : W ∈ unitaryGroup n ℂ
hc : ‖c‖ = 1
he : U * conjMat U = e • 1
hcc : c * (starRingEnd ℂ) c = 1
hUU : U * Uᴴ = 1
hWW : W * Wᴴ = 1
hT : Wᵀ * conjMat W = 1
key : ∀ (B : Matrix n n ℂ), changeFrame c W U * (starRingEnd ℂ) c • (conjMat W * B * Wᴴ) = W * (U * B) * Wᴴ
h1 : Wᴴ = conjMat Wᵀ
h2 : conjMat (W * U * Wᵀ) = conjMat W * conjMat U * conjMat Wᵀ
i j : n
⊢ (starRingEnd ℂ) ((W * U * Wᵀ) i j) = (W.map ⇑(starRingEnd ℂ) * U.map ⇑(starRingEnd ℂ) * Wᵀ.map ⇑(starRingEnd ℂ)) i j ∨
    c = 0
```

Diagnosis. The error is in the second `hV`, which computes the conjugate of V. After `rw [h1, ← h2]` both sides contain the same product `W * U * Wᵀ`, and entry by entry all that is left to show is that the conjugate of `c` times a number is the product of the conjugates.

`simp` undoes this agreement. Once `conjMat` is unfolded, it distributes the entrywise conjugation over the matrix product on the right, giving a product of three conjugated matrices. On the left it takes the conjugate of a single entry of `W * U * Wᵀ`. It then cancels the common factor, which leaves the alternative `c = 0`, and cannot show that the two forms are equal.

The repair states the remaining fact directly: `_root_.map_mul`, applied to `starRingEnd ℂ`, `c` and the entry. Lean accepts it because the goal is this equation once the definitions are unfolded. The prefix `_root_` is there because `Matrix` is open and has a `map_mul` of its own.

The repair, with which the file compiles:

```diff
@@ -64,5 +64,5 @@
       rw [h1, ← h2]
       ext i j
-      simp [changeFrame, conjMat]
+      exact _root_.map_mul (starRingEnd ℂ) c ((W * U * Wᵀ) i j)
     rw [hV, key, he, Matrix.mul_smul, Matrix.mul_one, Matrix.smul_mul, hWW]
 
```
